# When the reference weight of N identical, separated pairs falls below one half

After a configuration-interaction calculation, a common check is to square the coefficient of the reference determinant and compare the result with a fixed threshold. A large value is read as a sign that one determinant dominates the wavefunction. If the system consists of several separated copies of the same electron pair, the outcome of this check can depend on the number of copies, even though nothing changes within any one of them.

Let each pair be in the same normalized state, with reference weight \(w\), where \(0<w<1\), and let the state of \(N\) pairs be the product of the pair states. Then the product state is normalized, its reference weight is \(w^N\), and

\[
w^N<\tfrac12 \quad\Longleftrightarrow\quad N>\frac{\log 2}{\log(1/w)} .
\]

For non-interacting fragments in a product state, a small leading coefficient can therefore reflect the size of the system and not strong correlation within a fragment.

## Multiplying weights and adding logarithms

Let \(C\) be the finite set of configurations of one fragment. A state is a function \(\varphi:C\to\mathbb C\) that gives each configuration its amplitude. The weight of a configuration \(c\) is \(|\varphi(c)|^2\), and the state is normalized when its weights sum to one.

It costs nothing to let the fragments differ at first. Fragment \(i\) has the state \(\varphi_i\), and a joint configuration \(s\) chooses one configuration \(s_i\) for each fragment. The product state and its weights are

\[
\Psi(s)=\prod_i\varphi_i(s_i),\qquad
|\Psi(s)|^2=\prod_i|\varphi_i(s_i)|^2 ,
\]

because the modulus of a product is the product of the moduli.

For the norm, sum over all joint configurations. Expanding a product of sums produces one term for each way of choosing a configuration in every factor, and such a choice is exactly a joint configuration. Hence

\[
\sum_s\prod_i|\varphi_i(s_i)|^2=\prod_i\sum_{c\in C}|\varphi_i(c)|^2=\prod_i 1=1 .
\]

Now fix a reference configuration \(r_i\) in each fragment and write \(w_i=|\varphi_i(r_i)|^2\), assumed positive. The joint reference has weight \(\prod_i w_i>0\). The logarithm is strictly increasing on positive numbers, so

\[
\prod_i w_i<\tfrac12
\iff \sum_i\log w_i<-\log 2
\iff \sum_i\log(1/w_i)>\log 2 .
\]

Each fragment contributes \(\log(1/w_i)\), and the threshold is crossed when the contributions add up to more than \(\log 2\). For \(N\) identical pairs the condition is \(N\log(1/w)>\log 2\). Since \(w<1\), we have \(1/w>1\) and \(\log(1/w)>0\), so dividing by this number keeps the direction of the inequality and gives the stated criterion.

The condition \(w<1\) is needed for that division. Take a pair whose whole weight lies on the reference, so that \(w=1\). Then \(w^N=1\) for every \(N\), the threshold is never crossed, and the denominator \(\log(1/w)\) is zero. Lean sets division by zero equal to zero, so there the condition on \(N\) would read \(N>0\). One pair satisfies it although its reference weight is not below one half, and the equivalence would fail.

In a program, the criterion takes two lines once the CI vector `c` of a single pair and the position `ref` of its reference determinant are known:

```python
w = abs(c[ref])**2 / sum(abs(c)**2)
n_min = floor(log(2) / log(1 / w)) + 1
```

The first line divides by the squared norm, which matters if the vector is stored with reference coefficient one. For \(0<w<1\), and apart from floating-point rounding when the quotient is at or very near an integer, the second returns the smallest number of pairs whose reference weight is below one half. Rounding up would give the wrong number when the quotient is an integer: for \(w=1/2\) the quotient is 1, but one pair has weight exactly one half and two pairs are needed.

The vector must describe a single pair. A CISD vector for several pairs together is in general not a product state, because it leaves out simultaneous double excitations on different pairs, and its reference weight need not follow \(w^N\).

## States as amplitude functions

The type `ι` labels the fragments and is finite. The type `C` holds the configurations of one fragment. All fragments share it, but a fragment with fewer configurations can be described by giving the surplus ones amplitude zero.

```lean
import Mathlib

open Finset

namespace SeparatedPairsReferenceWeight

noncomputable section

variable {ι C : Type*} [Fintype ι]
```

The weight is defined for an amplitude function on any type `X`, so the same definition serves a single fragment and the whole system.

```lean
/-- The weight of configuration `x` in the state `ψ`: the squared modulus of its amplitude. -/
def weight {X : Type*} (ψ : X → ℂ) (x : X) : ℝ := ‖ψ x‖ ^ 2
```

Normalization is a sum over all configurations, which is why `X` has to be finite here. In physical terms, this is a finite orbital basis.

```lean
/-- A state on a finite configuration set is normalized when its weights sum to one. -/
def IsNormalized {X : Type*} [Fintype X] (ψ : X → ℂ) : Prop := ∑ x, weight ψ x = 1
```

A joint configuration is a function `s : ι → C`, and `s i` is the configuration of fragment `i`.

```lean
/-- The product state of separated fragments: the amplitude of a joint configuration is the
product of the fragment amplitudes. -/
def productState (φ : ι → C → ℂ) (s : ι → C) : ℂ := ∏ i, φ i (s i)
```

This definition carries the physical assumption of separation. The product form is postulated and not derived from a Hamiltonian. It stands for fragments that neither interact nor are entangled with one another, each keeping its own electrons, so charge-transfer configurations are absent. Antisymmetry between fragments does not appear either. With orthonormal orbitals localized on the fragments, antisymmetrizing the product changes the amplitudes at most by signs that depend on the ordering convention, and signs do not affect weights.

## Product weights and normalization

The first theorem is the multiplication rule for weights. The proof unfolds the definitions, moves the modulus inside the product with `norm_prod`, and takes the square out of the product on the right-hand side with `Finset.prod_pow`, after which both sides agree. It needs neither normalization nor a finite `C`.

```lean
/-- The weight of a joint configuration in a product state is the product of the fragment
weights. -/
theorem weight_productState (φ : ι → C → ℂ) (s : ι → C) :
    weight (productState φ) s = ∏ i, weight (φ i) (s i) := by
  simp only [weight, productState, norm_prod, Finset.prod_pow]
```

The second theorem says that if every fragment state is normalized, so is the product state. Its `calc` chain has the three steps of the derivation above: replace each joint weight by a product, exchange sum and product, and use the fact that every factor is one. The exchange is `Finset.prod_univ_sum`, which expands a product of sums into a sum over choice functions; `Fintype.piFinset_univ` identifies these choices with all joint configurations.

```lean
/-- A product of normalized fragment states is normalized. -/
theorem isNormalized_productState [DecidableEq ι] [Fintype C] (φ : ι → C → ℂ)
    (h : ∀ i, IsNormalized (φ i)) : IsNormalized (productState φ) := by
  unfold IsNormalized
  calc ∑ s, weight (productState φ) s
      = ∑ s : ι → C, ∏ i, weight (φ i) (s i) :=
        Finset.sum_congr rfl fun s _ => weight_productState φ s
    -- the sum over joint configurations factorizes
    _ = ∏ i, ∑ c, weight (φ i) c := by
        rw [Finset.prod_univ_sum, Fintype.piFinset_univ]
    _ = 1 := Finset.prod_eq_one fun i _ => h i
```

## The threshold for unequal and for identical fragments

The next statement allows a different state `φ i` and a different reference `r i` for each fragment. Its only hypothesis is that all reference weights are positive, which keeps every logarithm meaningful.

```lean
/-- For fragments that may differ, each with positive reference weight `w i`, the reference
weight of the product state is below one half exactly when the sum of the `log (1 / w i)`
exceeds `log 2`. -/
theorem reference_lt_half_iff (φ : ι → C → ℂ) (r : ι → C)
    (h : ∀ i, 0 < weight (φ i) (r i)) :
    weight (productState φ) r < 1 / 2 ↔
      Real.log 2 < ∑ i, Real.log (1 / weight (φ i) (r i)) := by
  rw [weight_productState]
  have hp : 0 < ∏ i, weight (φ i) (r i) := Finset.prod_pos fun i _ => h i
  -- the logarithm turns the product of weights into a sum over fragments
  have hs : ∑ i, Real.log (1 / weight (φ i) (r i))
      = -Real.log (∏ i, weight (φ i) (r i)) := by
    rw [Real.log_prod, ← Finset.sum_neg_distrib]
    · refine Finset.sum_congr rfl fun i _ => ?_
      rw [one_div, Real.log_inv]
    · exact fun i _ => (h i).ne'
  have h2 : Real.log (1 / 2) = -Real.log 2 := by rw [one_div, Real.log_inv]
  rw [hs, ← Real.log_lt_log_iff hp (by norm_num : (0 : ℝ) < 1 / 2), h2]
  constructor <;> intro h' <;> linarith
```

In the proof, `hp` records that the product of the reference weights is positive. The step `hs` shows that the sum of the \(\log(1/w_i)\) is minus the logarithm of that product, with `Real.log_prod` turning the logarithm of a product into a sum. Then `Real.log_lt_log_iff` replaces the comparison of the weight with one half by a comparison of logarithms. What remains is a change of sign on both sides, which `linarith` carries out in each direction.

The main theorem specializes to `N` copies of one state. The labels are the elements of `Fin N`, and both the state and the reference are constant functions of the label. The hypotheses `h0` and `h1` are \(0<w\) and \(w<1\), with \(w\) written as `weight φ r`. There are four conclusions: the product state is normalized, its reference weight is \(w^N\), \(\log(1/w)\) is positive, and the threshold criterion holds. The third ensures that the quotient in the fourth has a positive denominator.

```lean
/-- For `N` separated pairs in the same normalized state with reference weight `w`, `0 < w < 1`,
the product state is normalized and has reference weight `w ^ N`. The number `log (1 / w)` is
positive, and the reference weight is below one half exactly when `N > log 2 / log (1 / w)`. -/
theorem separated_pairs_threshold [Fintype C] (φ : C → ℂ) (r : C) (N : ℕ)
    (hφ : IsNormalized φ) (h0 : 0 < weight φ r) (h1 : weight φ r < 1) :
    IsNormalized (productState fun _ : Fin N => φ) ∧
    weight (productState fun _ : Fin N => φ) (fun _ => r) = weight φ r ^ N ∧
    0 < Real.log (1 / weight φ r) ∧
    (weight (productState fun _ : Fin N => φ) (fun _ => r) < 1 / 2 ↔
      Real.log 2 / Real.log (1 / weight φ r) < N) := by
  have hlog : 0 < Real.log (1 / weight φ r) := by
    apply Real.log_pos
    rw [lt_div_iff₀ h0]
    linarith
  refine ⟨isNormalized_productState _ fun _ => hφ, ?_, hlog, ?_⟩
  · rw [weight_productState]
    simp only [Finset.prod_const, Finset.card_univ, Fintype.card_fin]
  · -- identical pairs contribute equally to the sum of logarithms
    have key := reference_lt_half_iff (fun _ : Fin N => φ) (fun _ => r) (fun _ => h0)
    simp only [Finset.sum_const, Finset.card_univ, Fintype.card_fin, nsmul_eq_mul] at key
    rw [key, div_lt_iff₀ hlog]
```

The positivity `hlog` is proved first, from \(1/w>1\). The power \(w^N\) arises because a product of \(N\) equal factors is a power. For the criterion, `key` is the theorem for unequal fragments applied to equal ones, where the sum becomes \(N\log(1/w)\), and `div_lt_iff₀ hlog` performs the division. The statement includes \(N=0\): the empty product has weight one, which is not below one half, and the criterion correctly fails because the quotient is positive.

## Choosing another reference configuration

A small reference weight might only mean that the reference was badly chosen. The following theorem treats the case in which each `r i` is a heaviest configuration of its fragment, as `hmax` requires. The criterion for the reference then decides whether all joint configurations lie below one half. Once the sum of logarithms exceeds \(\log 2\), no joint configuration in the same basis has a weight of one half or more. A change of orbitals would alter the amplitudes themselves, and the theorem does not compare different orbital sets.

```lean
/-- Let the reference have positive weight `w i` in each fragment and be a configuration of
largest weight there. Then every joint configuration of the product state has weight below one
half exactly when the sum of the `log (1 / w i)` exceeds `log 2`. -/
theorem all_configurations_lt_half_iff (φ : ι → C → ℂ) (r : ι → C)
    (h : ∀ i, 0 < weight (φ i) (r i))
    (hmax : ∀ i c, weight (φ i) c ≤ weight (φ i) (r i)) :
    (∀ s, weight (productState φ) s < 1 / 2) ↔
      Real.log 2 < ∑ i, Real.log (1 / weight (φ i) (r i)) := by
  rw [← reference_lt_half_iff φ r h]
  refine ⟨fun hs => hs r, fun hr s => lt_of_le_of_lt ?_ hr⟩
  -- the joint reference is the heaviest joint configuration
  rw [weight_productState, weight_productState]
  exact Finset.prod_le_prod (fun i _ => sq_nonneg _) fun i _ => hmax i (s i)
```

The proof first rewrites the right-hand side as the statement that the joint reference has weight below one half. One direction takes the reference itself as the configuration `s`. The other compares an arbitrary `s` with the reference factor by factor: all weights are nonnegative, so `Finset.prod_le_prod` turns the fragment inequalities into \(|\Psi(s)|^2\le\prod_i w_i\).

## Nine pairs with reference weight 0.92

For a concrete case, take a pair with two configurations, a reference with amplitude \(24/25\) and an excited configuration with amplitude \(-7/25\). The opposite signs are those of a typical two-configuration ground state, but only the squares enter here.

```lean
/-- A pair with two configurations: the reference with amplitude `24/25` and an excited
configuration with amplitude `-7/25`. -/
def modelPair : Fin 2 → ℂ := ![24 / 25, -(7 / 25)]
```

The weights are \(576/625=0.9216\) and \(49/625=0.0784\), and they sum to one. The quotient \(\log 2/\log(1/w)\) is about 8.49, so the threshold is crossed at nine pairs. Indeed \(0.9216^8\approx0.520\), while \(0.9216^9\approx0.480\). Each pair is still 92 percent reference, yet the joint reference holds less than half of the total weight.

The theorem states this for every `N`. Its proof avoids logarithms and compares powers of rational numbers: `h8` and `h9` place one half between the ninth and the eighth power of \(576/625\). Powers of a number between zero and one do not increase with the exponent, so at most eight pairs stay above one half and nine or more stay below it.

```lean
/-- The model pair is normalized with reference weight `576/625`, and the reference weight of
`N` such separated pairs is below one half exactly when there are at least nine of them. -/
theorem separated_pairs_witness :
    IsNormalized modelPair ∧ weight modelPair 0 = 576 / 625 ∧
    ∀ N : ℕ, weight (productState fun _ : Fin N => modelPair) (fun _ => 0) < 1 / 2 ↔
      9 ≤ N := by
  have w0 : weight modelPair 0 = 576 / 625 := by norm_num [weight, modelPair]
  have w1 : weight modelPair 1 = 49 / 625 := by norm_num [weight, modelPair]
  refine ⟨?_, w0, fun N => ?_⟩
  · unfold IsNormalized
    rw [Fin.sum_univ_two, w0, w1]
    norm_num
  · rw [weight_productState]
    simp only [w0, Finset.prod_const, Finset.card_univ, Fintype.card_fin]
    -- eight pairs are still above one half, nine are below
    have h8 : (1 / 2 : ℝ) < (576 / 625) ^ 8 := by norm_num
    have h9 : (576 / 625 : ℝ) ^ 9 < 1 / 2 := by norm_num
    constructor
    · intro h
      by_contra hN
      have hN8 : N ≤ 8 := by omega
      have hle : (576 / 625 : ℝ) ^ 8 ≤ (576 / 625) ^ N :=
        pow_le_pow_of_le_one (by norm_num) (by norm_num) hN8
      exact absurd (h8.trans_le hle) (not_lt_of_ge h.le)
    · intro hN
      have hle : (576 / 625 : ℝ) ^ N ≤ (576 / 625) ^ 9 :=
        pow_le_pow_of_le_one (by norm_num) (by norm_num) hN
      exact hle.trans_lt h9

end

end SeparatedPairsReferenceWeight
```

```lean
#print axioms SeparatedPairsReferenceWeight.separated_pairs_threshold
#print axioms SeparatedPairsReferenceWeight.all_configurations_lt_half_iff
```

```
'SeparatedPairsReferenceWeight.separated_pairs_threshold' depends on axioms: [propext, Classical.choice, Quot.sound]
'SeparatedPairsReferenceWeight.all_configurations_lt_half_iff' depends on axioms: [propext, Classical.choice, Quot.sound]
```
